# For a positive trial gap x, the zero-temperature BCS gap map with constant density of states equals g x arsinh(w/x)

In the zero-temperature BCS model with a constant density of states, the gap map sends a trial gap x to g times the integral of x/√(ξ² + x²) over band energies ξ from 0 to the cutoff w. The theorem `gapMap_eq` states that for x > 0 this equals g x arsinh(w/x), where g is the dimensionless coupling; g and w may be any real numbers. It evaluates the map at a given x and does not solve the gap equation. The proof shows that x arsinh(ξ/x) is a primitive of the integrand, then applies the fundamental theorem of calculus.

The first attempt, which Lean rejects:

```lean
import Mathlib

open Filter Topology

namespace GapMapEq

noncomputable section

/-- The zero-temperature BCS gap map for a constant density of states, with dimensionless
coupling `g`, energy cutoff `w` and trial gap `x > 0`. -/
def gapMap (g w x : ℝ) : ℝ := g * ∫ ξ in (0 : ℝ)..w, x / √(ξ ^ 2 + x ^ 2)

/-- For a positive trial gap the integral over band energies gives `g x arsinh (w/x)`. -/
theorem gapMap_eq (g w : ℝ) {x : ℝ} (hx : 0 < x) :
    gapMap g w x = g * x * Real.arsinh (w / x) := by
  have hne := hx.ne'
  -- `x arsinh (ξ/x)` is a primitive of the integrand
  have hd : ∀ ξ ∈ Set.uIcc 0 w, HasDerivAt (fun ξ : ℝ => x * Real.arsinh (ξ / x))
      (x / √(ξ ^ 2 + x ^ 2)) ξ := by
    intro ξ _
    have h1 : HasDerivAt (fun y : ℝ => Real.arsinh (y / x))
        ((√(1 + (ξ / x) ^ 2))⁻¹ * (1 / x)) ξ :=
      (Real.hasDerivAt_arsinh (ξ / x)).comp ξ ((hasDerivAt_id' ξ).div_const x)
    refine (h1.const_mul x).congr_deriv ?_
    have aux : ∀ q : ℝ, √((x * q) ^ 2 + x ^ 2) = x * √(1 + q ^ 2) := by
      intro q
      rw [show (x * q) ^ 2 + x ^ 2 = x ^ 2 * (1 + q ^ 2) by ring,
        Real.sqrt_mul (sq_nonneg x), Real.sqrt_sq hx.le]
    have hq : x * (ξ / x) = ξ := by field_simp
    have hs := aux (ξ / x)
    rw [hq] at hs
    rw [hs]
    have hp : 0 < √(1 + (ξ / x) ^ 2) := Real.sqrt_pos.2 (by positivity)
    generalize √(1 + (ξ / x) ^ 2) = r at hp ⊢
    field_simp
  have hc : Continuous (fun ξ : ℝ => x / √(ξ ^ 2 + x ^ 2)) :=
    Continuous.div continuous_const (by fun_prop)
      (fun ξ => (Real.sqrt_pos.2 (by positivity)).ne')
  rw [gapMap, intervalIntegral.integral_eq_sub_of_hasDerivAt hd (hc.intervalIntegrable 0 w)]
  simp only [zero_div, Real.arsinh_zero, mul_zero, sub_zero]
  ring

end

end GapMapEq
```

The compiler's answer:

```
Main.lean:23:46: error: Application type mismatch: The argument
  HasDerivAt.div_const (hasDerivAt_id' ξ) x
has type
  HasDerivAt (fun x_1 => x_1 / x) (1 / x) ξ
but is expected to have type
  HasDerivAt (fun y => y / x + √(1 + (y / x) ^ 2)) (1 / x) ξ
in the application
  HasDerivAt.comp ξ ?m.162 (HasDerivAt.div_const (hasDerivAt_id' ξ) x)
Main.lean:23:6: error: Application type mismatch: The argument
  Real.hasDerivAt_arsinh (ξ / x)
has type
  HasDerivAt Real.arsinh (√(1 + (ξ / x) ^ 2))⁻¹ (ξ / x)
but is expected to have type
  HasDerivAt Real.log (√(1 + (ξ / x) ^ 2))⁻¹ (ξ / x + √(1 + (ξ / x) ^ 2))
in the application
  HasDerivAt.comp ξ (Real.hasDerivAt_arsinh (ξ / x))
```

After these edits no error is left:

```diff
@@ -21,5 +21,5 @@
     have h1 : HasDerivAt (fun y : ℝ => Real.arsinh (y / x))
         ((√(1 + (ξ / x) ^ 2))⁻¹ * (1 / x)) ξ :=
-      (Real.hasDerivAt_arsinh (ξ / x)).comp ξ ((hasDerivAt_id' ξ).div_const x)
+      by simpa only [smul_eq_mul] using ((hasDerivAt_id' ξ).div_const x).arsinh
     refine (h1.const_mul x).congr_deriv ?_
     have aux : ∀ q : ℝ, √((x * q) ^ 2 + x ^ 2) = x * √(1 + q ^ 2) := by
```

Cause. Both errors come from the chain-rule step `h1`, which differentiates `Real.arsinh (y / x)`. To use `HasDerivAt.comp`, Lean must split this function into an outer and an inner one. The intended split was `Real.arsinh` after `y / x`, but Lean unfolded `Real.arsinh` to its definition, the logarithm of `y / x + √(1 + (y / x) ^ 2)`, and took `Real.log` as the outer function and that sum as the inner one. The first message rejects the derivative of `y / x` because one for the sum is now expected; the second rejects the derivative of `Real.arsinh` because one for `Real.log` is expected. The mathematics of the step was sound.

The repair uses `HasDerivAt.arsinh`, the chain rule already stated for arsinh of a differentiable function, so Lean has no composition to guess. That lemma writes the derivative as a scalar multiple (`•`), whereas `h1` has an ordinary product; `simpa only [smul_eq_mul]` turns the one into the other.
